# Quadratic spin–orbit splitting of the p³ doublets at weak coupling

First-order spin–orbit theory predicts no splitting at all for the ²D and ²P terms of a p³ configuration, because the diagonal spin–orbit energies vanish in a half-filled shell. If you stop there, the doublet intervals say nothing about the spin–orbit parameter; if you assume that at weak coupling they grow in proportion to it, you get the wrong scaling. The problems below find the leading behaviour from the levels with $J=3/2$.

## The p³ matrix for J = 3/2

Let $F$ be the electrostatic parameter, usually written $F_2$, and $z$ the spin–orbit parameter, usually written $\zeta$. With energies measured from ²P, the terms ⁴S, ²D and ²P lie at $-15F$, $-6F$ and $0$. In that order of basis states,

$$H=\begin{pmatrix}-15F&0&z\\0&-6F&\tfrac{\sqrt5}{2}z\\z&\tfrac{\sqrt5}{2}z&0\end{pmatrix}.$$

The condition $F>0$, used from part (d) on, stands for electron repulsion that puts the quartet lowest.

The levels ²D$_{5/2}$ and ²P$_{1/2}$ are each alone in their $J$ block and stay at $-6F$ and $0$, so the shifts of their $J=3/2$ partners are the doublet splittings. This reduction of the p³ Hamiltonian to its $J$ blocks is the step taken from atomic theory: the Lean code starts from the matrix `energyMatrix`. The model has a single configuration and leaves out spin–spin and spin–other-orbit interactions. In light atoms, spin–other-orbit interaction can outweigh the quadratic splitting found here.

```lean
import Mathlib

open Filter Topology

namespace PCubedQuadraticSplitting

noncomputable section

/-- The p³ J = 3/2 energy matrix over ⁴S, ²D, ²P, with electrostatic parameter `F` and
spin-orbit parameter `z`; energies are measured from the ²P term. -/
def energyMatrix (F z : ℝ) : Matrix (Fin 3) (Fin 3) ℝ :=
  !![-15 * F, 0, z; 0, -6 * F, √5 * z / 2; z, √5 * z / 2, 0]
```

## (a) Symmetry of the matrix

**Task.** Show that the energy matrix is Hermitian, $H^\dagger=H$.

**Solution.** All entries are real, so only $H_{ij}=H_{ji}$ is needed. The off-diagonal pairs are $(0,0)$, $(z,z)$ and $(\sqrt5z/2,\sqrt5z/2)$. The eigenvalues are therefore real. Lean compares the nine entries one by one, for all real $F$ and $z$.

```lean
/-- The energy matrix is Hermitian. -/
theorem energyMatrix_isHermitian (F z : ℝ) : (energyMatrix F z).IsHermitian := by
  ext i j
  fin_cases i <;> fin_cases j <;> simp [energyMatrix]
```

## (b) Numbering the levels

Write $E_0,E_1,E_2$ for the eigenvalues, counted with multiplicity. In Lean, $E_k$ is `level F z k`. Mathlib's list `eigenvalues₀` runs downwards, so the definition reverses the index with `Fin.rev`.

```lean
/-- The eigenvalues of the energy matrix, counted with multiplicity and numbered 0, 1, 2
from the lowest to the highest. -/
def level (F z : ℝ) (k : Fin 3) : ℝ :=
  (energyMatrix_isHermitian F z).eigenvalues₀ (Fin.cast (Fintype.card_fin 3).symm (Fin.rev k))
```

**Task.** Show that the numbering follows the energy, $E_0\le E_1\le E_2$.

**Solution.** Reversing a decreasing list gives an increasing one. `Monotone` says exactly this: a larger index never has a lower energy. Degenerate levels are allowed.

```lean
/-- The levels are numbered in order of increasing energy. -/
theorem level_monotone (F z : ℝ) : Monotone (level F z) := fun _ _ h =>
  (energyMatrix_isHermitian F z).eigenvalues₀_antitone
    (Fin.le_def.mpr (Fin.le_def.mp (Fin.rev_le_rev.mpr h)))
```

## (c) The secular equation

**Task.** Show that for every real $t$

$$(t-E_0)(t-E_1)(t-E_2)=t(t+6F)(t+15F)-z^2(t+6F)-\tfrac54z^2(t+15F).$$

**Solution.** Call the right-hand side $P(t)$. Expanding $\det(t-H)$ along the first row gives

$$(t+15F)\left[t(t+6F)-\tfrac54z^2\right]-z^2(t+6F)=P(t).$$

The same determinant is the product of $t-E_k$ over the eigenvalues.

In the proof, `h1` is the determinant and `h2` the product over eigenvalues. The steps `h3` and `h4` only renumber the factors.

```lean
/-- The secular polynomial of the energy matrix, factorised over its three levels. -/
theorem secular (F z t : ℝ) :
    (t - level F z 0) * (t - level F z 1) * (t - level F z 2) =
      t * (t + 6 * F) * (t + 15 * F) - z ^ 2 * (t + 6 * F) - 5 / 4 * z ^ 2 * (t + 15 * F) := by
  have hA := energyMatrix_isHermitian F z
  have h5 : √5 ^ 2 = (5 : ℝ) := Real.sq_sqrt (by norm_num)
  -- the characteristic polynomial from the determinant
  have h1 : (energyMatrix F z).charpoly.eval t =
      t * (t + 6 * F) * (t + 15 * F) - z ^ 2 * (t + 6 * F) - 5 / 4 * z ^ 2 * (t + 15 * F) := by
    simp [Matrix.charpoly, Matrix.det_fin_three, energyMatrix]
    linear_combination (-(t + 15 * F) * z ^ 2 / 4) * h5
  -- the same polynomial from the eigenvalues
  have h2 := congrArg (Polynomial.eval t) hA.charpoly_eq
  simp only [Polynomial.eval_prod, Polynomial.eval_sub, Polynomial.eval_X, Polynomial.eval_C,
    RCLike.ofReal_real_eq_id, id_eq] at h2
  have h3 : ∏ i, (t - hA.eigenvalues i) = ∏ j, (t - hA.eigenvalues₀ j) :=
    Equiv.prod_comp (Fintype.equivOfCardEq (Fintype.card_fin _)).symm
      (fun j => t - hA.eigenvalues₀ j)
  have h4 : ∏ k, (t - level F z k) = ∏ j, (t - hA.eigenvalues₀ j) :=
    Equiv.prod_comp (Fin.revPerm.trans (finCongr (Fintype.card_fin 3).symm))
      (fun j => t - hA.eigenvalues₀ j)
  rw [← Fin.prod_univ_three (fun k => t - level F z k), h4, ← h3, ← h2, h1]
```

## (d) Where the upper two levels lie

**Task.** For $F>0$ and $z\ne0$, show that

$$-15F<E_1<-6F,\qquad E_2>0.$$

**Solution.** Evaluate $P$ at the three term energies:

$$P(-15F)=9Fz^2>0,\quad P(-6F)=-\tfrac{45}{4}Fz^2<0,\quad P(0)=-\tfrac{99}{4}Fz^2<0.$$

Compare these signs with the factorised form.

- If $E_2\le0$, all three factors at $t=0$ are non-negative, which contradicts $P(0)<0$. So $E_2>0$.
- If $E_1\le-15F$, then at $t=-15F$ the first two factors are non-negative and the third is negative, which contradicts $P(-15F)>0$.
- If $E_1\ge-6F$, the last two factors at $t=-6F$ have a non-negative product, so $P(-6F)<0$ forces $E_0>-6F$. Then all levels lie above $-15F$ and $P(-15F)<0$, a contradiction.

Lean makes the same three arguments by contradiction, with $a,b,c$ for $E_0,E_1,E_2$; `nlinarith` compares the signs.

```lean
/-- For `F > 0` and `z ≠ 0` the middle level lies between the ⁴S and ²D term energies,
and the highest level lies above the ²P term energy. -/
theorem level_location {F z : ℝ} (hF : 0 < F) (hz : z ≠ 0) :
    -15 * F < level F z 1 ∧ level F z 1 < -6 * F ∧ 0 < level F z 2 := by
  have hab : level F z 0 ≤ level F z 1 := level_monotone F z (by decide)
  have hbc : level F z 1 ≤ level F z 2 := level_monotone F z (by decide)
  have h0 := secular F z 0
  have h6 := secular F z (-6 * F)
  have h15 := secular F z (-15 * F)
  have hFz : 0 < F * z ^ 2 := by positivity
  generalize level F z 0 = a at *
  generalize level F z 1 = b at *
  generalize level F z 2 = c at *
  have hc : 0 < c := by
    by_contra h
    have h := not_lt.mp h
    have := mul_nonneg (mul_nonneg (by linarith : 0 ≤ -a) (by linarith : 0 ≤ -b))
      (by linarith : 0 ≤ -c)
    nlinarith
  refine ⟨?_, ?_, hc⟩
  · by_contra h
    have h := not_lt.mp h
    have := mul_nonneg (mul_nonneg (by linarith : 0 ≤ -15 * F - a)
      (by linarith : 0 ≤ -15 * F - b)) (by linarith : 0 ≤ c + 15 * F)
    nlinarith
  · by_contra h
    have h := not_lt.mp h
    have hbc' := mul_nonneg (by linarith : 0 ≤ b + 6 * F) (by linarith : 0 ≤ c + 6 * F)
    have ha : -6 * F < a := by
      by_contra h'
      have h' := not_lt.mp h'
      have := mul_nonneg (by linarith : 0 ≤ -6 * F - a) hbc'
      nlinarith
    have := mul_pos (mul_pos (by linarith : 0 < a + 15 * F) (by linarith : 0 < b + 15 * F))
      (by linarith : 0 < c + 15 * F)
    nlinarith
```

## (e) Bounds at any coupling strength

**Task.** For $F>0$ and every $z\neq0$, show that

$$0<F(-6F-E_1)\le\tfrac{5}{24}z^2,\qquad 0<FE_2\le\tfrac{11}{40}z^2.$$

**Solution.** Positivity comes from (d). Put $\delta=-6F-E_1>0$. The secular equation at $t=E_1$ reads

$$(E_1+15F)(-E_1)\delta=\tfrac54z^2(E_1+15F)-z^2\delta\le\tfrac54z^2(E_1+15F).$$

Cancel the positive factor $E_1+15F$ and insert $-E_1=6F+\delta$. Then $6F\delta+\delta^2\le\tfrac54z^2$, and dropping $\delta^2$ gives the first bound.

At $t=E_2$ the secular equation is

$$E_2(E_2+6F)(E_2+15F)=z^2\left(\tfrac94E_2+\tfrac{99}{4}F\right).$$

Multiply the desired bound by $40(E_2+6F)(E_2+15F)>0$ and use this equation on the left. It becomes

$$z^2(90FE_2+990F^2)\le z^2(11E_2^2+231FE_2+990F^2),$$

which holds because the difference is $z^2(11E_2^2+141FE_2)\ge0$.

In Lean, `key` is the first inequality before cancellation, `e` is the secular equation for the top level, and `h` is the final non-negative difference.

```lean
/-- For `F > 0` and any `z ≠ 0`, the middle level is lowered from -6F by at most 5z²/(24F),
and the highest level is raised from 0 by at most 11z²/(40F). -/
theorem splitting_bounds {F z : ℝ} (hF : 0 < F) (hz : z ≠ 0) :
    (0 < -6 * F - level F z 1 ∧ F * (-6 * F - level F z 1) ≤ 5 / 24 * z ^ 2) ∧
      (0 < level F z 2 ∧ F * level F z 2 ≤ 11 / 40 * z ^ 2) := by
  obtain ⟨hb1, hb2, hc⟩ := level_location hF hz
  have hsb := secular F z (level F z 1)
  have hsc := secular F z (level F z 2)
  have hz2 : 0 < z ^ 2 := by positivity
  generalize level F z 0 = a at *
  generalize level F z 1 = b at *
  generalize level F z 2 = c at *
  have hd : 0 < -6 * F - b := by linarith
  refine ⟨⟨hd, ?_⟩, hc, ?_⟩
  · have key : (b + 15 * F) * ((-6 * F - b) * (-b)) ≤ (b + 15 * F) * (5 / 4 * z ^ 2) := by
      linarith [mul_pos hz2 hd]
    have := le_of_mul_le_mul_left key (by linarith)
    nlinarith [mul_pos hd hd]
  · have hQ : 0 < (c + 6 * F) * (c + 15 * F) := by positivity
    refine le_of_mul_le_mul_left ?_ hQ
    have e : (c + 6 * F) * (c + 15 * F) * (F * c) =
        F * (z ^ 2 * (9 / 4 * c + 99 / 4 * F)) := by linear_combination -F * hsc
    have h : 0 ≤ z ^ 2 * (11 * c ^ 2 + 141 * F * c) := by positivity
    rw [e]
    linarith
```

## (f) The doublet splittings at weak coupling

**Task.** For fixed $F>0$, show that as nonzero $z\to0$

$$\frac{F(-6F-E_1)}{z^2}\to\frac5{24},\qquad\frac{FE_2}{z^2}\to\frac{11}{40}.$$

**Solution.** By (e) both shifts are squeezed to zero, so $E_1\to-6F$ and $E_2\to0$. Now solve the two secular equations for shift over $z^2$:

$$\frac{F(-6F-E_1)}{z^2}=\frac{\tfrac54F(E_1+15F)}{-E_1(E_1+15F)+z^2}\to\frac{\tfrac54F\cdot9F}{6F\cdot9F}=\frac5{24},$$

$$\frac{FE_2}{z^2}=\frac{F\left(\tfrac94E_2+\tfrac{99}4F\right)}{(E_2+6F)(E_2+15F)}\to\frac{99/4}{90}=\frac{11}{40}.$$

Second-order perturbation theory gives the same coefficients: ²D is pushed down by ²P, and ²P is pushed up by both lower terms.

In the statement, `Tendsto … (𝓝[≠] 0) (𝓝 (5 / 24))` means convergence to $5/24$ as $z$ approaches zero from either side without reaching it. In the proof, `hb` and `hc` are the squeezed levels. After `constructor`, each `h` is the limit of a right-hand quotient, and `linear_combination` identifies that quotient with the shift by the secular equation.

For intermediate-coupling calculations within this one-configuration model, the result means that a weak-coupling estimate of $|z|$ from a doublet interval needs a square root.

```lean
/-- For `F > 0`, as nonzero `z` tends to 0, the shifts of the middle level below -6F and of
the highest level above 0 are quadratic in `z`, with coefficients 5/(24F) and 11/(40F). -/
theorem doublet_splittings_quadratic {F : ℝ} (hF : 0 < F) :
    Tendsto (fun z => F * (-6 * F - level F z 1) / z ^ 2) (𝓝[≠] 0) (𝓝 (5 / 24)) ∧
      Tendsto (fun z => F * level F z 2 / z ^ 2) (𝓝[≠] 0) (𝓝 (11 / 40)) := by
  have hz2 : Tendsto (fun z : ℝ => z ^ 2) (𝓝[≠] 0) (𝓝 0) :=
    ((continuous_pow 2).tendsto' 0 0 (by simp)).mono_left nhdsWithin_le_nhds
  -- the quadratic bounds force the levels to their term energies
  have hb : Tendsto (fun z => level F z 1) (𝓝[≠] 0) (𝓝 (-6 * F)) := by
    have hl : Tendsto (fun z : ℝ => -6 * F - 5 / 24 * z ^ 2 / F) (𝓝[≠] 0) (𝓝 (-6 * F)) := by
      simpa using ((hz2.const_mul (5 / 24)).div_const F).const_sub (-6 * F)
    refine tendsto_of_tendsto_of_tendsto_of_le_of_le' hl tendsto_const_nhds ?_ ?_
    · filter_upwards [self_mem_nhdsWithin] with z hz
      have h := (splitting_bounds hF hz).1.2
      have : -6 * F - level F z 1 ≤ 5 / 24 * z ^ 2 / F := by
        rw [le_div_iff₀ hF]; linarith
      linarith
    · filter_upwards [self_mem_nhdsWithin] with z hz
      linarith [(splitting_bounds hF hz).1.1]
  have hc : Tendsto (fun z => level F z 2) (𝓝[≠] 0) (𝓝 0) := by
    have hu : Tendsto (fun z : ℝ => 11 / 40 * z ^ 2 / F) (𝓝[≠] 0) (𝓝 0) := by
      simpa using (hz2.const_mul (11 / 40)).div_const F
    refine tendsto_of_tendsto_of_tendsto_of_le_of_le' tendsto_const_nhds hu ?_ ?_
    · filter_upwards [self_mem_nhdsWithin] with z hz
      exact (splitting_bounds hF hz).2.1.le
    · filter_upwards [self_mem_nhdsWithin] with z hz
      rw [le_div_iff₀ hF]
      linarith [(splitting_bounds hF hz).2.2]
  -- the secular equation, solved for shift / z², is continuous in the level
  constructor
  · have hne : -(-6 * F) * (-6 * F + 15 * F) + 0 ≠ 0 :=
      (by nlinarith [mul_pos hF hF] : 0 < -(-6 * F) * (-6 * F + 15 * F) + 0).ne'
    have h := ((hb.add_const (15 * F)).const_mul (5 / 4 * F)).div
      ((hb.neg.mul (hb.add_const (15 * F))).add hz2) hne
    have e : (5 / 24 : ℝ) =
        5 / 4 * F * (-6 * F + 15 * F) / (-(-6 * F) * (-6 * F + 15 * F) + 0) := by
      rw [eq_div_iff hne]; ring
    rw [e]
    refine h.congr' ?_
    filter_upwards [self_mem_nhdsWithin] with z hz
    have hz : z ≠ 0 := hz
    obtain ⟨h1, h2, -⟩ := level_location hF hz
    have hD : 0 < -level F z 1 * (level F z 1 + 15 * F) + z ^ 2 :=
      add_pos (mul_pos (by linarith) (by linarith)) (by positivity)
    change 5 / 4 * F * (level F z 1 + 15 * F) /
      (-level F z 1 * (level F z 1 + 15 * F) + z ^ 2) = _
    rw [div_eq_div_iff hD.ne' (pow_ne_zero 2 hz)]
    linear_combination F * secular F z (level F z 1)
  · have hne : (0 + 6 * F) * (0 + 15 * F) ≠ 0 := by positivity
    have h := (((hc.const_mul (9 / 4)).add_const (99 / 4 * F)).const_mul F).div
      ((hc.add_const (6 * F)).mul (hc.add_const (15 * F))) hne
    have e : (11 / 40 : ℝ) =
        F * (9 / 4 * 0 + 99 / 4 * F) / ((0 + 6 * F) * (0 + 15 * F)) := by
      rw [eq_div_iff hne]; ring
    rw [e]
    refine h.congr' ?_
    filter_upwards [self_mem_nhdsWithin] with z hz
    have hz : z ≠ 0 := hz
    have h2 := (level_location hF hz).2.2
    have hD : 0 < (level F z 2 + 6 * F) * (level F z 2 + 15 * F) := by positivity
    change F * (9 / 4 * level F z 2 + 99 / 4 * F) /
      ((level F z 2 + 6 * F) * (level F z 2 + 15 * F)) = _
    rw [div_eq_div_iff hD.ne' (pow_ne_zero 2 hz)]
    linear_combination F * secular F z (level F z 2)
```

## (g) Depression of the quartet level

**Task.** For $F>0$, show that as nonzero $z\to0$

$$\frac{F(-15F-E_0)}{z^2}\to\frac1{15}.$$

**Solution.** The trace is $E_0+E_1+E_2=-21F$ for every $z$. Hence

$$-15F-E_0=E_2-(-6F-E_1),$$

and (f) gives the coefficient $\tfrac{11}{40}-\tfrac5{24}=\tfrac{33-25}{120}=\tfrac1{15}$.

Lean obtains the trace `ht` from the secular polynomial: the combination $P(1)+P(-1)-2P(0)$ isolates the coefficient of $t^2$. The two limits from (f) are already subtracted at the start of the proof, and `ht` identifies their difference with the quartet shift.

```lean
/-- For `F > 0`, as nonzero `z` tends to 0, the lowest level is depressed below -15F
quadratically in `z`, with coefficient 1/(15F). -/
theorem quartet_depression {F : ℝ} (hF : 0 < F) :
    Tendsto (fun z => F * (-15 * F - level F z 0) / z ^ 2) (𝓝[≠] 0) (𝓝 (1 / 15)) := by
  obtain ⟨hb, hc⟩ := doublet_splittings_quadratic hF
  have h := hc.sub hb
  rw [show (11 / 40 - 5 / 24 : ℝ) = 1 / 15 by norm_num] at h
  refine h.congr fun z => ?_
  -- the trace does not depend on z
  have ht : level F z 0 + level F z 1 + level F z 2 = -21 * F := by
    linear_combination (-1 / 2) * secular F z 1 + (-1 / 2) * secular F z (-1) + secular F z 0
  rw [← sub_div]
  congr 1
  linear_combination F * ht
```

## (h) The ratio of the two splittings

**Task.** For $F>0$, show that as nonzero $z\to0$

$$\frac{E_2}{-6F-E_1}\to\frac{33}{25}.$$

**Solution.** Divide the second limit in (f) by the first, whose value is not zero. The common factor $F/z^2$ cancels for $z\ne0$, and

$$\frac{11/40}{5/24}=\frac{33}{25}.$$

In this limit the ²P splitting is thus larger than the ²D splitting by a factor that contains neither parameter. The Lean proof is the same division, with `hc.div hb` for the limits and two cancellation lemmas for the common factor.

```lean
/-- For `F > 0`, as nonzero `z` tends to 0, the ratio of the shift of the highest level above 0
to the shift of the middle level below -6F tends to 33/25. -/
theorem splitting_ratio {F : ℝ} (hF : 0 < F) :
    Tendsto (fun z => level F z 2 / (-6 * F - level F z 1)) (𝓝[≠] 0) (𝓝 (33 / 25)) := by
  obtain ⟨hb, hc⟩ := doublet_splittings_quadratic hF
  have h := hc.div hb (by norm_num)
  rw [show (11 / 40 / (5 / 24) : ℝ) = 33 / 25 by norm_num] at h
  refine h.congr' ?_
  filter_upwards [self_mem_nhdsWithin] with z hz
  have hz : z ≠ 0 := hz
  change F * level F z 2 / z ^ 2 / (F * (-6 * F - level F z 1) / z ^ 2) = _
  rw [div_div_div_cancel_right₀ (pow_ne_zero 2 hz), mul_div_mul_left _ _ hF.ne']

end

end PCubedQuadraticSplitting
```

```lean
#print axioms PCubedQuadraticSplitting.doublet_splittings_quadratic
-- 'PCubedQuadraticSplitting.doublet_splittings_quadratic' depends on axioms: [propext, Classical.choice, Quot.sound]
#print axioms PCubedQuadraticSplitting.quartet_depression
-- 'PCubedQuadraticSplitting.quartet_depression' depends on axioms: [propext, Classical.choice, Quot.sound]
#print axioms PCubedQuadraticSplitting.splitting_ratio
-- 'PCubedQuadraticSplitting.splitting_ratio' depends on axioms: [propext, Classical.choice, Quot.sound]
```
